# In a two-exponential ensemble density, the zero-weight and large-distance limits of the local decay rate do not commute

Q: Take the density $n(r)=0.99\,e^{-4r}+0.01\,e^{-2r}$ and measure its local decay rate, $k=-n'/(2n)$. At $r=0$ I get $1.99$, and at $r=5$ I get about $1.004$. If I reduce the small weight from $10^{-2}$ to $10^{-6}$, the rate at $r=5$ goes back up to about $1.978$. So which number is the decay rate of this density?

A: Each number is the local rate at one point and one weight. For your first density the rate tends to $1$ at large distance, but how far out you must go depends on the weight. At a fixed point, a small enough weight makes the slow exponential invisible. At a fixed weight, a large enough distance leaves nothing else. In general, take $a>b>0$ and
$$n_w(r)=(1-w)e^{-2ar}+w\,e^{-2br},\qquad k_w(r)=-\frac{n_w'(r)}{2n_w(r)}.$$
Your example has $a=2$, $b=1$.

Q: What does this have to do with a Gross-Oliveira-Kohn ensemble?

A: The first term stands for the ground-state density and the second for an excited-state density, mixed with weight $w$. In atomic units a bound density has a leading exponential tail $e^{-2\kappa r}$, where $\kappa^2/2$ is the energy needed to remove an electron from that state. An excited state is usually easier to ionise, hence $b<a$. This is why we follow $k^2/2$: in this two-exponential model, an ionisation energy read from the ensemble tail depends on whether the weight or the distance is taken to its limit first.

Q: Show me the derivation by hand before any Lean.

A: Differentiate:
$$n_w'(r)=-2a(1-w)e^{-2ar}-2bw\,e^{-2br}.$$
Insert this in $k_w$, divide numerator and denominator by $e^{-2br}$, and write $F=e^{-2(a-b)r}$:
$$k_w(r)=\frac{a(1-w)F+bw}{(1-w)F+w}=a-(a-b)\frac{w}{w+(1-w)F}.$$
The last fraction is the share of the density at $r$ that comes from the slow component. With $r$ fixed, $F$ is a fixed positive number, so the share tends to $0$ as $w\to0^+$ and $k_w^2/2\to a^2/2$. With $0<w<1$ fixed, $F\to0$ as $r\to\infty$, so the share tends to $1$ and $k_w^2/2\to b^2/2$. The two values differ because $a^2-b^2=(a-b)(a+b)>0$.

Q: And if weight and distance change together?

A: Then the place to look is where the two components are equal, $(1-w)F=w$, which gives
$$r^*(w)=\frac{\ln((1-w)/w)}{2(a-b)}.$$
At $r=r^*(w)+s$ we have $F=\frac{w}{1-w}e^{-2(a-b)s}$. The denominator of the share becomes $w\,(1+e^{-2(a-b)s})$, the weight cancels, and
$$k_w(r^*(w)+s)=a-\frac{a-b}{1+e^{-2(a-b)s}}.$$
Since $(1-w)/w=1/w-1$ grows without bound as $w\to0^+$, so does $r^*(w)$. The transition keeps its shape and moves outwards. At $s=0$ the rate is $(a+b)/2$. At $s=1$ the subtracted term lies strictly between $(a-b)/2$ and $a-b$, so the rate lies strictly between $b$ and $(a+b)/2$. Both rates are positive, so their squares differ too. Two paths with $w\to0^+$ and $r\to\infty$ therefore give two different limits, and there is no joint limit.

Q: Now the formal version. My suspicion is that the definitions have the answer built in.

A: They are the formulas above and nothing more.

```lean
import Mathlib

open Filter Topology Real

namespace EnsembleDensityDecay

noncomputable section

/-- The ensemble density `n_w(r)`: a component decaying as `exp (-2ar)` with weight `1 - w`
and a component decaying as `exp (-2br)` with weight `w`. -/
def ensembleDensity (a b w r : ℝ) : ℝ :=
  (1 - w) * exp (-2 * a * r) + w * exp (-2 * b * r)

/-- The local decay rate `k_w(r) = -n_w'(r) / (2 n_w(r))`, meant for points where the density
does not vanish. -/
def decayRate (a b w r : ℝ) : ℝ :=
  -deriv (ensembleDensity a b w) r / (2 * ensembleDensity a b w r)

/-- The crossover radius `ln((1-w)/w) / (2(a-b))`, meant for `a ≠ b` and `0 < w < 1`. -/
def crossoverRadius (a b w : ℝ) : ℝ :=
  log ((1 - w) / w) / (2 * (a - b))
```

`ensembleDensity a b w r` is $n_w(r)$, `decayRate a b w r` is $k_w(r)$ and `crossoverRadius a b w` is $r^*(w)$. All arguments are real numbers. The decay rate contains `deriv`, the actual derivative of the density, and not a formula that already shows the limits.

Q: Your components are not normalised. A real ensemble mixes normalised densities.

A: That only relabels the weight. Suppose the components are the normalised three-dimensional densities $(a^3/\pi)e^{-2ar}$ and $(b^3/\pi)e^{-2br}$, mixed with weight $\omega$. Their sum is proportional to $n_w$ with
$$w=\frac{\omega b^3}{(1-\omega)a^3+\omega b^3},$$
and a common factor drops out of $k$. Also $w\to0^+$ exactly when $\omega\to0^+$, so the limits are the same. In terms of $\omega$, the crossover sits at $\ln\!\big((1-\omega)a^3/(\omega b^3)\big)/(2(a-b))$.

Q: What exactly do the final theorems say?

A: `limits_do_not_commute` assumes `0 < b` and `b < a` and has three parts. For every real $r$, $k_w(r)^2/2\to a^2/2$ as $w$ tends to zero from above, which is the filter `𝓝[>] 0`. For every $w$ with $0<w<1$, $k_w(r)^2/2\to b^2/2$ as $r\to\infty$, which is `atTop`. And $a^2/2\neq b^2/2$. Each inner limit is a constant, so taking the remaining limit changes nothing, and the two orders give $a^2/2$ and $b^2/2$.

`no_joint_limit` has the same hypotheses. It says that no real $L$ is the limit along `𝓝[>] 0 ×ˢ atTop`, where $w$ is small and positive and $r$ is large, with no relation imposed between them.

Q: What is missing compared with an atom or a molecule?

A: Quite a lot. The density is postulated: no Hamiltonian, Kohn-Sham potential or variational principle appears, and the link between $a$, $b$ and ionisation energies is an interpretation, not a hypothesis or a conclusion. Powers of $r$ in front of the exponentials, angular dependence and further states are left out. The variable $r$ runs over all real numbers, which includes the physical half-line. For $w>1/2$ the crossover "radius" is negative, but for the normalised components above, non-increasing ensemble weights mean $\omega\le1/2$, and then $w<1/2$ because $b<a$.

Q: Then take me through the proof. Where does the derivative enter?

A: Here.

```lean
/-- The radial derivative of the ensemble density. -/
theorem hasDerivAt_ensembleDensity (a b w r : ℝ) :
    HasDerivAt (ensembleDensity a b w)
      (-(2 * a * (1 - w) * exp (-2 * a * r) + 2 * b * w * exp (-2 * b * r))) r := by
  have h (c : ℝ) : HasDerivAt (fun x : ℝ => exp (-2 * c * x)) (exp (-2 * c * r) * (-2 * c)) r := by
    have h1 : HasDerivAt (fun x : ℝ => -2 * c * x) (-2 * c) r :=
      ((hasDerivAt_id' r).const_mul (-2 * c)).congr_deriv (mul_one _)
    exact h1.exp
  exact (((h a).const_mul (1 - w)).fun_add ((h b).const_mul w)).congr_deriv (by ring)
```

The helper `h` differentiates a single exponential by the chain rule, and the result is combined linearly with the two weights. Lean's `deriv` returns zero for a function that is not differentiable, so this lemma is what ties `decayRate` to the true slope.

Q: And the step where you divided by the slow exponential?

A: That is `decayRate_eq`, valid for $0\le w\le1$ and any real $a$, $b$.

```lean
/-- For `0 ≤ w ≤ 1` the local decay rate is `a` lowered by `a - b` times the fraction of the
density that the `b` component contributes at `r`. -/
theorem decayRate_eq (a b w r : ℝ) (hw0 : 0 ≤ w) (hw1 : w ≤ 1) :
    decayRate a b w r = a - (a - b) * (w / (w + (1 - w) * exp (-2 * (a - b) * r))) := by
  -- the algebra, with `E` the slow exponential and `F` the ratio of the two
  have key : ∀ E F : ℝ, 0 < E → 0 < w + (1 - w) * F →
      -(-(2 * a * (1 - w) * (E * F) + 2 * b * w * E)) / (2 * ((1 - w) * (E * F) + w * E))
        = a - (a - b) * (w / (w + (1 - w) * F)) := by
    intro E F hE hD
    have h2 : (1 - w) * (E * F) + w * E = E * (w + (1 - w) * F) := by ring
    have h3 : w / (w + (1 - w) * F) * (w + (1 - w) * F) = w := div_mul_cancel₀ _ hD.ne'
    rw [h2, div_eq_iff (mul_ne_zero two_ne_zero (mul_ne_zero hE.ne' hD.ne'))]
    linear_combination (a - b) * 2 * E * h3
  have hsplit : exp (-2 * a * r) = exp (-2 * b * r) * exp (-2 * (a - b) * r) := by
    rw [← exp_add]
    congr 1
    ring
  have hF := exp_pos (-2 * (a - b) * r)
  have hD : 0 < w + (1 - w) * exp (-2 * (a - b) * r) := by
    rcases hw0.eq_or_lt with h | h
    · rw [← h]
      linarith
    · have := mul_nonneg (sub_nonneg.2 hw1) hF.le
      linarith
  rw [decayRate, (hasDerivAt_ensembleDensity a b w r).deriv, ensembleDensity, hsplit]
  exact key _ _ (exp_pos _) hD
```

In `key`, `E` is $e^{-2br}$ and `F` is the ratio of the exponentials, our $F$. The identity `hsplit` writes $e^{-2ar}$ as their product. `hD` shows that $w+(1-w)F$ is positive, treating $w=0$ separately from $w>0$. After that the common factor `E` cancels, and `linear_combination` checks the remaining algebra.

Q: The first limit is then just continuity?

A: Yes, continuity of the slow component's share at $w=0$.

```lean
/-- At a fixed point `r`, `k_w(r)²/2` tends to `a²/2` as the weight `w` tends to zero from
above. -/
theorem tendsto_weight_zero (a b r : ℝ) :
    Tendsto (fun w => decayRate a b w r ^ 2 / 2) (𝓝[>] 0) (𝓝 (a ^ 2 / 2)) := by
  have hne : (0 : ℝ) + (1 - 0) * exp (-2 * (a - b) * r) ≠ 0 := by
    have := exp_pos (-2 * (a - b) * r)
    intro h
    linarith
  have hq : ContinuousAt (fun w : ℝ => w / (w + (1 - w) * exp (-2 * (a - b) * r))) 0 :=
    ContinuousAt.div continuousAt_id (by fun_prop) hne
  have h0 := (((hq.tendsto.const_mul (a - b)).const_sub a).pow 2).div_const 2
  have hv : (a - (a - b) * (0 / (0 + (1 - 0) * exp (-2 * (a - b) * r)))) ^ 2 / 2
      = a ^ 2 / 2 := by
    rw [zero_div]
    ring
  rw [← hv]
  refine (h0.mono_left nhdsWithin_le_nhds).congr' ?_
  filter_upwards [Ioo_mem_nhdsGT (zero_lt_one' ℝ)] with w hw
  rw [decayRate_eq a b w r hw.1.le hw.2.le]
```

`hne` says that the denominator at $w=0$ is not zero, since it equals the exponential itself. `hq` gives continuity of the share, and `h0` carries it through to $k^2/2$. The closed formula was proved for $0\le w\le1$, so the last lines restrict to $0<w<1$, which is enough for a limit from above. Nothing is assumed about $a$ and $b$ here.

Q: Where does the large-distance limit use $a>b$?

A: In the proof that the ratio of exponentials decays. If instead $b>a>0$ and $0<w<1$, the first component is the slower one and the limit is $a^2/2$. For $a=b$ the rate is $b$ everywhere, so that case is trivial.

```lean
/-- For `a > b` and a fixed weight `0 < w ≤ 1`, `k_w(r)²/2` tends to `b²/2` as `r` tends to
infinity. -/
theorem tendsto_radius_atTop {a b w : ℝ} (hab : b < a) (hw0 : 0 < w) (hw1 : w ≤ 1) :
    Tendsto (fun r => decayRate a b w r ^ 2 / 2) atTop (𝓝 (b ^ 2 / 2)) := by
  -- the faster component dies out relative to the slower one
  have hexp : Tendsto (fun r : ℝ => exp (-2 * (a - b) * r)) atTop (𝓝 0) :=
    tendsto_exp_atBot.comp (tendsto_id.const_mul_atTop_of_neg (by linarith))
  have hq : Tendsto (fun r : ℝ => w / (w + (1 - w) * exp (-2 * (a - b) * r))) atTop
      (𝓝 (w / (w + (1 - w) * 0))) :=
    tendsto_const_nhds.div ((hexp.const_mul (1 - w)).const_add w) (by simpa using hw0.ne')
  have hv : (a - (a - b) * (w / (w + (1 - w) * 0))) ^ 2 / 2 = b ^ 2 / 2 := by
    rw [mul_zero, add_zero, div_self hw0.ne']
    ring
  rw [← hv]
  refine ((((hq.const_mul (a - b)).const_sub a).pow 2).div_const 2).congr fun r => ?_
  rw [decayRate_eq a b w r hw0.le hw1]
```

`hexp` is the statement $F\to0$. `hq` passes this to the share, whose limit is $w/w=1$, and `hv` simplifies the resulting value to $b^2/2$. The endpoint $w=1$ is allowed, where only the slow exponential is left.

Q: So the main theorem only collects these?

A: It collects them and adds the inequality.

```lean
/-- For `a > b > 0` the limits do not commute: `k_w(r)²/2` tends to `a²/2` as `w → 0+` at every
fixed `r`, to `b²/2` as `r → ∞` at every fixed `0 < w < 1`, and these values differ. -/
theorem limits_do_not_commute {a b : ℝ} (hb : 0 < b) (hab : b < a) :
    (∀ r, Tendsto (fun w => decayRate a b w r ^ 2 / 2) (𝓝[>] 0) (𝓝 (a ^ 2 / 2))) ∧
    (∀ w, 0 < w → w < 1 →
      Tendsto (fun r => decayRate a b w r ^ 2 / 2) atTop (𝓝 (b ^ 2 / 2))) ∧
    a ^ 2 / 2 ≠ b ^ 2 / 2 := by
  refine ⟨tendsto_weight_zero a b, fun w h0 h1 => tendsto_radius_atTop hab h0 h1.le, ?_⟩
  intro h
  nlinarith [mul_pos (sub_pos.2 hab) (add_pos hb (hb.trans hab))]
```

The last line uses the positivity of $(a-b)(a+b)$, as we did by hand. This is the only place in the theorem where $b>0$ matters; without it, $b=-a$ would give equal squares.

Q: I would still like to see that the weight really cancels at the crossover.

A: `decayRate_crossover` is that cancellation.

```lean
/-- For `a > b` and `0 < w < 1`, the decay rate at signed displacement `s` from the crossover radius
is a function of `s` that does not depend on the weight. -/
theorem decayRate_crossover {a b w : ℝ} (hab : b < a) (hw0 : 0 < w) (hw1 : w < 1) (s : ℝ) :
    decayRate a b w (crossoverRadius a b w + s)
      = a - (a - b) / (1 + exp (-2 * (a - b) * s)) := by
  have hd : 0 < a - b := sub_pos.2 hab
  have hu : 0 < 1 - w := sub_pos.2 hw1
  have hc : crossoverRadius a b w * (2 * (a - b)) = log ((1 - w) / w) :=
    div_mul_cancel₀ _ (mul_ne_zero two_ne_zero hd.ne')
  have h1 : -2 * (a - b) * (crossoverRadius a b w + s)
      = -log ((1 - w) / w) + -2 * (a - b) * s := by
    linear_combination -hc
  have h2 : w / (1 - w) * (1 - w) = w := div_mul_cancel₀ _ hu.ne'
  have h3 : w + (1 - w) * (w / (1 - w) * exp (-2 * (a - b) * s))
      = w * (1 + exp (-2 * (a - b) * s)) := by
    linear_combination exp (-2 * (a - b) * s) * h2
  rw [decayRate_eq a b w _ hw0.le hw1.le, h1, exp_add, exp_neg, exp_log (div_pos hu hw0),
    inv_div, h3, ← div_div, div_self hw0.ne', mul_one_div]
```

`h1` rewrites the exponent at $r^*(w)+s$ as $-\ln((1-w)/w)-2(a-b)s$. Exponentiating the logarithm gives the factor $w/(1-w)$, and `h3` pulls $w$ out of the denominator. What remains depends on $s$ alone.

Q: You also need the crossover to move out to infinity.

A: That is a separate lemma, and its proof is the remark that $(1-w)/w=1/w-1$.

```lean
/-- For `a > b` the crossover radius moves out to infinity as the weight tends to zero from
above. -/
theorem tendsto_crossoverRadius {a b : ℝ} (hab : b < a) :
    Tendsto (crossoverRadius a b) (𝓝[>] 0) atTop := by
  have hd : 0 < 2 * (a - b) := by linarith
  have h1 : Tendsto (fun w : ℝ => w⁻¹ + -1) (𝓝[>] 0) atTop :=
    tendsto_atTop_add_const_right _ (-1) tendsto_inv_nhdsGT_zero
  refine ((tendsto_log_atTop.comp h1).atTop_div_const hd).congr' ?_
  filter_upwards [self_mem_nhdsWithin] with w hw
  have hw' : 0 < w := hw
  have h2 : (1 - w) / w = w⁻¹ + -1 := by
    rw [sub_div, div_self hw'.ne', one_div, sub_eq_add_neg]
  show log (w⁻¹ + -1) / (2 * (a - b)) = log ((1 - w) / w) / (2 * (a - b))
  rw [h2]
```

The inverse $1/w$ diverges as $w\to0^+$, the logarithm follows it, and division by the positive number $2(a-b)$ preserves the divergence.

Q: Do you need these curves at all? If a joint limit existed, both ordered limits would have to equal it.

A: You are right, and the disagreement between $a^2/2$ and $b^2/2$ would be enough. The curves show more: rates between $a$ and $b$ also persist however small the weight becomes. The proof uses them directly.

```lean
/-- For `a > b > 0`, `k_w(r)²/2` has no joint limit as `w → 0+` and `r → ∞` together. -/
theorem no_joint_limit {a b : ℝ} (hb : 0 < b) (hab : b < a) :
    ¬ ∃ L : ℝ, Tendsto (fun p : ℝ × ℝ => decayRate a b p.1 p.2 ^ 2 / 2)
      (𝓝[>] 0 ×ˢ atTop) (𝓝 L) := by
  rintro ⟨L, hL⟩
  -- following the crossover radius at distance `s` fixes the value of the limit
  have key : ∀ s : ℝ, L = (a - (a - b) / (1 + exp (-2 * (a - b) * s))) ^ 2 / 2 := by
    intro s
    have hcurve : Tendsto (fun w : ℝ => (w, crossoverRadius a b w + s)) (𝓝[>] 0)
        (𝓝[>] 0 ×ˢ atTop) :=
      tendsto_id.prodMk (tendsto_atTop_add_const_right _ s (tendsto_crossoverRadius hab))
    refine tendsto_nhds_unique (hL.comp hcurve) (tendsto_const_nhds.congr' ?_)
    filter_upwards [Ioo_mem_nhdsGT (zero_lt_one' ℝ)] with w hw
    show _ = decayRate a b w (crossoverRadius a b w + s) ^ 2 / 2
    rw [decayRate_crossover hab hw.1 hw.2]
  -- the distances `s = 0` and `s = 1` give different values
  have h0 : L = ((a + b) / 2) ^ 2 / 2 := by
    rw [key 0, mul_zero, exp_zero]
    ring
  have h1 := key 1
  have hd : 0 < a - b := sub_pos.2 hab
  have hX0 := exp_pos (-2 * (a - b) * 1)
  have hX1 : exp (-2 * (a - b) * 1) < 1 := Real.exp_lt_one_iff.2 (by linarith)
  have hq1 : (a - b) / 2 < (a - b) / (1 + exp (-2 * (a - b) * 1)) :=
    div_lt_div_of_pos_left hd (by linarith) (by linarith)
  have hq2 : (a - b) / (1 + exp (-2 * (a - b) * 1)) < a - b :=
    div_lt_self hd (by linarith)
  generalize (a - b) / (1 + exp (-2 * (a - b) * 1)) = q at h1 hq1 hq2
  have hm : 0 < (a + b) / 2 - (a - q) := by linarith
  have hp : 0 < (a + b) / 2 + (a - q) := by linarith
  nlinarith [mul_pos hm hp]

end

end EnsembleDensityDecay
```

Suppose a joint limit $L$ exists. `hcurve` says that the path $w\mapsto(w,\,r^*(w)+s)$ goes to the joint regime for every fixed $s$. Along it $k^2/2$ is constant once $0<w<1$, so by uniqueness of limits `key` gives the value of $L$ for each $s$. `h0` evaluates it at $s=0$, as $((a+b)/2)^2/2$. For $s=1$, `hq1` and `hq2` are the two bounds on the subtracted term, called `q` from then on. `hm` and `hp` say that the difference and the sum of the two rates are positive. Their product is the difference of the squares, which contradicts both being equal to $2L$.

Q: For your example with $a=2$ and $b=1$, what would I see if I followed the crossover itself?

A: A rate of $1.5$ at every weight, so $k^2/2=1.125$, while the two ordered limits are $2$ and $0.5$. At $w=10^{-2}$ you would be at $r\approx2.30$, and at $w=10^{-6}$ at $r\approx6.91$.

```lean
#print axioms EnsembleDensityDecay.limits_do_not_commute
#print axioms EnsembleDensityDecay.no_joint_limit
```

```
'EnsembleDensityDecay.limits_do_not_commute' depends on axioms: [propext, Classical.choice, Quot.sound]
'EnsembleDensityDecay.no_joint_limit' depends on axioms: [propext, Classical.choice, Quot.sound]
```
